# With cubic cost, fixed-m blocking cuts the diagonalization cost of the hydrogenic Stark matrix up to n = N to a fraction asymptotic to 27/(28N²)

A hydrogen atom in a uniform electric field along z has a Hamiltonian that mixes n and l but conserves the magnetic quantum number m. Its matrix in a finite hydrogenic basis can therefore be diagonalized whole or one m at a time, and the question is how much the second way saves.

## States, blocks and costs

The basis holds all bound states (n,l,m) with n ≤ N. Spin and the continuum are left out.

```lean
import Mathlib

open Filter Topology Finset

namespace StarkDiagonalizationCost

noncomputable section
```

A state is a triple of labels: two natural numbers n and l, and an integer m.

```lean
/-- Labels `(n, l, m)` of hydrogenic states. -/
abbrev State := Σ _ : ℕ, Σ _ : ℕ, ℤ
```

The ranges are the usual ones:

1 ≤ n ≤ N, 0 ≤ l < n, −l ≤ m ≤ l.

```lean
/-- All hydrogenic states with `1 ≤ n ≤ N`, `0 ≤ l < n` and `-l ≤ m ≤ l`. -/
def basis (N : ℕ) : Finset State :=
  (Icc 1 N).sigma fun n => (range n).sigma fun l => Icc (-(l : ℤ)) (l : ℤ)
```

A block collects the states with one value of m, which is the third label, `s.2.2`.

```lean
/-- The states of the basis with a given magnetic quantum number `m`. -/
def block (N : ℕ) (m : ℤ) : Finset State := (basis N).filter fun s => s.2.2 = m
```

The operator L_z is diagonal in this basis, with entries m in units of ℏ.

```lean
/-- The matrix of `L_z` in the hydrogenic basis, in units of `ℏ`. -/
def Lz (N : ℕ) : Matrix (basis N) (basis N) ℂ :=
  Matrix.diagonal fun s => ((s.1.2.2 : ℤ) : ℂ)
```

Diagonalizing a matrix of size d is taken to cost d^p, with p a natural number. This postulate stands for the leading operation count of a dense eigensolver, with the same prefactor for blocks and full matrix; p = 3 is the usual cubic law. Write b(m) for the size of a block and D for the size of the basis. The blocked cost is

B = Σ b(m)^p, summed over |m| < N.

Blocks m and −m are both counted, although their Stark matrices have the same spectrum.

```lean
/-- Cost of diagonalizing all fixed-`m` blocks, if a matrix of size `d` costs `d ^ p`. -/
def blockedCost (p N : ℕ) : ℝ :=
  ∑ m ∈ Ioo (-(N : ℤ)) (N : ℤ), ((block N m).card : ℝ) ^ p
```

The unblocked cost is D^p.

```lean
/-- Cost of diagonalizing the full matrix at once, if a matrix of size `d` costs `d ^ p`. -/
def fullCost (p N : ℕ) : ℝ := ((basis N).card : ℝ) ^ p
```

## Conservation of m makes the matrix block diagonal

For any matrix H in this basis, with m_s the magnetic quantum number of state s,

(H L_z − L_z H)_st = (m_t − m_s) H_st.

The left side vanishes for all s and t exactly when H_st = 0 whenever m_s ≠ m_t. The proof reads off this matrix element and, for the converse, separates equal from different m.

The theorem holds for every complex matrix H. That the Stark matrix is one of those commuting with L_z is the physical input: the field term is proportional to z, and rotations about the z axis leave z unchanged.

```lean
/-- A matrix in the hydrogenic basis commutes with `L_z` exactly when it has no elements
between states of different `m`. -/
theorem commutes_Lz_iff_block_diagonal (N : ℕ) (H : Matrix (basis N) (basis N) ℂ) :
    H * Lz N = Lz N * H ↔ ∀ s t, s.1.2.2 ≠ t.1.2.2 → H s t = 0 := by
  constructor
  · intro h s t hst
    have e := congrFun (congrFun h s) t
    rw [Lz, Matrix.mul_diagonal, Matrix.diagonal_mul] at e
    have e2 : (((s.1.2.2 : ℤ) : ℂ) - ((t.1.2.2 : ℤ) : ℂ)) * H s t = 0 := by
      linear_combination -e
    rcases mul_eq_zero.mp e2 with h0 | h0
    · exact absurd (by exact_mod_cast sub_eq_zero.mp h0) hst
    · exact h0
  · intro hH
    ext s t
    rw [Lz, Matrix.mul_diagonal, Matrix.diagonal_mul]
    by_cases h : s.1.2.2 = t.1.2.2
    · rw [h]; ring
    · rw [hH s t h]; ring
```

## Counting the states

Shell n contains Σ (2l+1) = n² states, summed over l from 0 to n−1. Hence

D = Σ n² = N(N+1)(2N+1)/6, summed over n from 1 to N.

Both sums are done by induction, as `shell` and `squares`.

```lean
/-- The full basis has `N (N + 1) (2 N + 1) / 6` states. -/
theorem card_basis (N : ℕ) :
    ((basis N).card : ℝ) = N * (N + 1) * (2 * N + 1) / 6 := by
  -- each shell holds `n ^ 2` states
  have shell : ∀ n : ℕ, ∑ l ∈ range n, (Icc (-(l : ℤ)) (l : ℤ)).card = n ^ 2 := by
    intro n
    induction n with
    | zero => simp
    | succ n ih =>
      have h : ((n : ℤ) + 1 - -(n : ℤ)).toNat = 2 * n + 1 := by omega
      rw [sum_range_succ, ih, Int.card_Icc, h]
      ring
  have squares : ∀ M : ℕ, ∑ n ∈ Icc 1 M, (n : ℝ) ^ 2 = M * (M + 1) * (2 * M + 1) / 6 := by
    intro M
    induction M with
    | zero => simp
    | succ M ih =>
      rw [sum_Icc_succ_top (by omega), ih]
      push_cast
      ring
  have h : (basis N).card = ∑ n ∈ Icc 1 N, n ^ 2 := by
    simp only [basis, card_sigma, shell]
  rw [h, ← squares N]
  push_cast
  rfl
```

At fixed m, shell n contributes one state for each l from |m| to n−1. That is n−|m| states if n > |m|, and none otherwise. Summing over n up to N gives

b(m) = 1 + 2 + … + (N−|m|) = (N−|m|)(N−|m|+1)/2.

Lean writes |m| as `m.natAbs`. Subtraction of natural numbers stops at zero, so `n - m.natAbs` also gives the right count for the shells without such a state.

```lean
/-- For `|m| ≤ N` the block of fixed `m` has `(N - |m|) (N - |m| + 1) / 2` states. -/
theorem card_block (N : ℕ) (m : ℤ) (hm : m.natAbs ≤ N) :
    ((block N m).card : ℝ) = ((N : ℝ) - m.natAbs) * ((N : ℝ) - m.natAbs + 1) / 2 := by
  -- a shell contributes one state for each `l` from `|m|` to `n - 1`
  have shell : ∀ n : ℕ, ∑ l ∈ range n,
      (if m ∈ Icc (-(l : ℤ)) (l : ℤ) then 1 else 0) = n - m.natAbs := by
    intro n
    induction n with
    | zero => simp
    | succ n ih =>
      rw [sum_range_succ, ih]
      simp only [mem_Icc]
      split_ifs <;> omega
  have h : (block N m).card = ∑ n ∈ Icc 1 N, (n - m.natAbs) := by
    simp only [block, basis, card_filter, sum_sigma, sum_ite_eq', shell]
  have tri : ∀ k d : ℕ, ∑ n ∈ Icc 1 (k + d), ((n - k : ℕ) : ℝ) = d * (d + 1) / 2 := by
    intro k d
    induction d with
    | zero =>
      rw [sum_eq_zero]
      · simp
      · intro n hn
        have h1 : n - k = 0 := by
          have := (mem_Icc.mp hn).2
          omega
        rw [h1, Nat.cast_zero]
    | succ d ih =>
      have h1 : k + d + 1 - k = d + 1 := by omega
      rw [← add_assoc, sum_Icc_succ_top (by omega), ih, h1]
      push_cast
      ring
  obtain ⟨d, hd⟩ := Nat.exists_eq_add_of_le hm
  have hN : (N : ℝ) - m.natAbs = d := by
    rw [hd, Nat.cast_add]
    ring
  rw [hN, h, Nat.cast_sum, ← tri m.natAbs d, ← hd]
```

## Bounding the blocked cost

Block sizes depend only on |m|, so the sum over m folds. For any function g,

Σ g(|m|) over |m| ≤ N = g(0) + 2 [g(1) + … + g(N)].

The induction adds the two end points ±(N+1) at each step.

```lean
/-- A sum over `|m| ≤ N` of a function of `|m|` is the `m = 0` term plus twice the terms
of positive `m`. -/
theorem sum_over_m (g : ℕ → ℝ) (N : ℕ) :
    ∑ m ∈ Ioo (-((N : ℤ) + 1)) ((N : ℤ) + 1), g m.natAbs
      = g 0 + 2 * ∑ k ∈ range N, g (k + 1) := by
  induction N with
  | zero =>
    have e : Ioo (-(((0 : ℕ) : ℤ) + 1)) (((0 : ℕ) : ℤ) + 1) = {0} := by
      ext x
      simp only [mem_Ioo, mem_singleton]
      omega
    rw [e]
    simp
  | succ N ih =>
    have e : Ioo (-(((N + 1 : ℕ) : ℤ) + 1)) (((N + 1 : ℕ) : ℤ) + 1)
        = insert ((N : ℤ) + 1) (insert (-((N : ℤ) + 1))
          (Ioo (-((N : ℤ) + 1)) ((N : ℤ) + 1))) := by
      ext x
      simp only [mem_Ioo, mem_insert]
      omega
    have h1 : ((N : ℤ) + 1).natAbs = N + 1 := by omega
    have h2 : (-((N : ℤ) + 1)).natAbs = N + 1 := by omega
    rw [e, sum_insert (by simp only [mem_insert, mem_Ioo]; omega),
      sum_insert (by simp only [mem_Ioo]; omega), ih, sum_range_succ, h1, h2]
    ring
```

The resulting sum of powers is compared with differences of consecutive powers. For x ≥ 0,

(q+1) x^q ≤ (x+1)^(q+1) − x^(q+1) ≤ (q+1)(x+1)^q.

By hand, this follows by integrating (q+1)t^q from x to x+1. The Lean proof uses induction on q instead, multiplying the lower bound by x and the upper one by x+1.

```lean
/-- For `x ≥ 0` the step `(x + 1) ^ (q + 1) - x ^ (q + 1)` lies between `(q + 1) x ^ q` and
`(q + 1) (x + 1) ^ q`. -/
theorem power_step (x : ℝ) (hx : 0 ≤ x) (q : ℕ) :
    ((q : ℝ) + 1) * x ^ q ≤ (x + 1) ^ (q + 1) - x ^ (q + 1) ∧
      (x + 1) ^ (q + 1) - x ^ (q + 1) ≤ ((q : ℝ) + 1) * (x + 1) ^ q := by
  induction q with
  | zero => constructor <;> simp
  | succ q ih =>
    have h0 : x ^ (q + 1) ≤ (x + 1) ^ (q + 1) := pow_le_pow_left₀ hx (by linarith) _
    have h1 := mul_le_mul_of_nonneg_left ih.1 hx
    have h2 := mul_le_mul_of_nonneg_left ih.2 (by linarith : (0 : ℝ) ≤ x + 1)
    push_cast
    constructor
    · linear_combination h1 + h0
    · linear_combination h2 + h0
```

Let T_k = (k+1)(k+2)/2 for k = 0, 1, 2, …, the triangular numbers. Since 2^p T_k^p = ((k+1)(k+2))^p lies between (k+1)^(2p) and (k+2)^(2p), the previous step with q = 2p gives

(k+1)^(2p+1) − k^(2p+1) ≤ (2p+1) 2^p T_k^p ≤ (k+3)^(2p+1) − (k+2)^(2p+1).

Adding these for k = 0 to N−1 telescopes. With S_N = T_0^p + … + T_(N−1)^p,

N^(2p+1) ≤ (2p+1) 2^p S_N ≤ (N+2)^(2p+1).

Here `lo` and `hi` are the bounds on the product, and the induction on N does the telescoping.

```lean
/-- Bounds on the sum of the `p`-th powers of the first `N` triangular numbers. -/
theorem triangular_sum_bounds (p N : ℕ) :
    (N : ℝ) ^ (2 * p + 1) ≤ (2 * p + 1) * 2 ^ p *
        ∑ k ∈ range N, (((k : ℝ) + 1) * (k + 2) / 2) ^ p ∧
      (2 * p + 1) * 2 ^ p * ∑ k ∈ range N, (((k : ℝ) + 1) * (k + 2) / 2) ^ p
        ≤ ((N : ℝ) + 2) ^ (2 * p + 1) := by
  induction N with
  | zero =>
    constructor
    · simp
    · rw [range_zero, sum_empty, mul_zero]
      positivity
  | succ k ih =>
    have hk : (0 : ℝ) ≤ k := Nat.cast_nonneg k
    have e : (2 : ℝ) ^ p * (((k : ℝ) + 1) * (k + 2) / 2) ^ p
        = (((k : ℝ) + 1) * (k + 2)) ^ p := by
      rw [← mul_pow]
      congr 1
      ring
    have lo : ((k : ℝ) + 1) ^ (2 * p) ≤ (((k : ℝ) + 1) * (k + 2)) ^ p := by
      rw [pow_mul]
      exact pow_le_pow_left₀ (by positivity) (by nlinarith) _
    have hi : (((k : ℝ) + 1) * (k + 2)) ^ p ≤ ((k : ℝ) + 2) ^ (2 * p) := by
      rw [pow_mul]
      exact pow_le_pow_left₀ (by positivity) (by nlinarith) _
    have g1 := (power_step k hk (2 * p)).2
    have g2 := (power_step ((k : ℝ) + 2) (by linarith) (2 * p)).1
    have hc : (0 : ℝ) ≤ 2 * p + 1 := by positivity
    have lo' := mul_le_mul_of_nonneg_left lo hc
    have hi' := mul_le_mul_of_nonneg_left hi hc
    have e3 : ((k : ℝ) + 1 + 2) = (k : ℝ) + 2 + 1 := by ring
    rw [sum_range_succ, mul_add, mul_assoc _ _ ((((k : ℝ) + 1) * (k + 2) / 2) ^ p), e]
    push_cast at g1 g2 ⊢
    rw [e3]
    constructor
    · linarith [ih.1]
    · linarith [ih.2]
```

For N ≥ 1 the m = 0 block has size T_(N−1), and the others come in pairs of sizes T_0 to T_(N−2). Thus

B = 2S_(N−1) + T_(N−1)^p, so 2S_(N−1) ≤ B ≤ 2S_N,

and therefore

2(N−1)^(2p+1) ≤ (2p+1) 2^p B ≤ 2(N+2)^(2p+1).

In the proof, `e1` folds the sum, `e2` reverses its order and `e3` identifies the m = 0 term. The empty basis, N = 0, is checked separately.

```lean
/-- Explicit bounds on the blocked cost, valid for every `N`. -/
theorem blockedCost_bounds (p N : ℕ) :
    2 * ((N : ℝ) - 1) ^ (2 * p + 1) ≤ (2 * p + 1) * 2 ^ p * blockedCost p N ∧
      (2 * p + 1) * 2 ^ p * blockedCost p N ≤ 2 * ((N : ℝ) + 2) ^ (2 * p + 1) := by
  cases N with
  | zero =>
    have h0 : blockedCost p 0 = 0 := by simp [blockedCost]
    have h1 : (-1 : ℝ) ^ (2 * p + 1) = -1 := Odd.neg_one_pow ⟨p, rfl⟩
    rw [h0, mul_zero, Nat.cast_zero, zero_sub, h1]
    exact ⟨by norm_num, by positivity⟩
  | succ M =>
    let f : ℕ → ℝ := fun k => (((k : ℝ) + 1) * (k + 2) / 2) ^ p
    let g : ℕ → ℝ := fun j => (((M : ℝ) + 1 - j) * ((M : ℝ) + 1 - j + 1) / 2) ^ p
    -- fold the sum over `m`, then count blocks from the smallest upwards
    have e1 : blockedCost p (M + 1) = g 0 + 2 * ∑ k ∈ range M, g (k + 1) := by
      rw [← sum_over_m g M, blockedCost]
      push_cast
      refine sum_congr rfl fun m hm => ?_
      have hm' := mem_Ioo.mp hm
      rw [card_block (M + 1) m (by omega)]
      simp only [g]
      push_cast
      rfl
    have e2 : ∑ k ∈ range M, g (k + 1) = ∑ k ∈ range M, f k := by
      rw [← sum_range_reflect f M]
      refine sum_congr rfl fun k hk => ?_
      have hk' := mem_range.mp hk
      have hc : ((M - 1 - k : ℕ) : ℝ) = (M : ℝ) - 1 - k := by
        rw [Nat.sub_sub, Nat.cast_sub (by omega)]
        push_cast
        ring
      simp only [f, g, hc]
      push_cast
      congr 1
      ring
    have e3 : g 0 = f M := by
      simp only [f, g]
      push_cast
      congr 1
      ring
    have hf : 0 ≤ (2 * (p : ℝ) + 1) * 2 ^ p * f M := by
      simp only [f]
      positivity
    have b1 : (M : ℝ) ^ (2 * p + 1) ≤ (2 * p + 1) * 2 ^ p * ∑ k ∈ range M, f k :=
      (triangular_sum_bounds p M).1
    have b2 : (2 * p + 1) * 2 ^ p * ∑ k ∈ range (M + 1), f k
        ≤ (((M + 1 : ℕ) : ℝ) + 2) ^ (2 * p + 1) := (triangular_sum_bounds p (M + 1)).2
    rw [sum_range_succ] at b2
    have hM : ((M + 1 : ℕ) : ℝ) - 1 = M := by
      push_cast
      ring
    rw [e1, e2, e3, hM]
    constructor
    · linarith
    · linarith
```

## The limit of the cost ratio

Put c = 2/((2p+1) 2^p). For N ≥ 1, dividing the bounds by (2p+1) 2^p N^(2p+1) gives

c (1 − 1/N)^(2p+1) ≤ B/N^(2p+1) ≤ c (1 + 2/N)^(2p+1).

Both sides tend to c, and so does the middle. In Lean, `Tendsto` with `atTop` expresses the limit N → ∞.

```lean
/-- The blocked cost grows as `2 N ^ (2 p + 1) / ((2 p + 1) 2 ^ p)`. -/
theorem blockedCost_leading (p : ℕ) :
    Tendsto (fun N : ℕ => blockedCost p N / (N : ℝ) ^ (2 * p + 1)) atTop
      (𝓝 (2 / ((2 * p + 1) * 2 ^ p))) := by
  have hc : (0 : ℝ) < (2 * p + 1) * 2 ^ p := by positivity
  have lim : ∀ a : ℝ, Tendsto (fun N : ℕ =>
      2 / ((2 * (p : ℝ) + 1) * 2 ^ p) * (1 + a / (N : ℝ)) ^ (2 * p + 1)) atTop
      (𝓝 (2 / ((2 * p + 1) * 2 ^ p))) := by
    intro a
    have h := (((tendsto_const_div_atTop_nhds_zero_nat a).const_add 1).pow
      (2 * p + 1)).const_mul (2 / ((2 * (p : ℝ) + 1) * 2 ^ p))
    rwa [add_zero, one_pow, mul_one] at h
  have form : ∀ (a : ℝ) (N : ℕ), 1 ≤ N →
      2 / ((2 * (p : ℝ) + 1) * 2 ^ p) * (1 + a / (N : ℝ)) ^ (2 * p + 1)
        = 2 * ((N : ℝ) + a) ^ (2 * p + 1) / ((2 * p + 1) * 2 ^ p)
          / (N : ℝ) ^ (2 * p + 1) := by
    intro a N hN
    have hN0 : (N : ℝ) ≠ 0 := by
      exact_mod_cast (by omega : N ≠ 0)
    have h : 1 + a / (N : ℝ) = ((N : ℝ) + a) / N := by
      rw [add_div, div_self hN0]
    rw [h, div_pow]
    ring
  refine tendsto_of_tendsto_of_tendsto_of_le_of_le' (lim (-1)) (lim 2) ?_ ?_
  · filter_upwards [eventually_ge_atTop 1] with N hN
    rw [form (-1) N hN]
    refine div_le_div_of_nonneg_right ?_ (by positivity)
    rw [div_le_iff₀ hc, ← sub_eq_add_neg]
    linarith [(blockedCost_bounds p N).1]
  · filter_upwards [eventually_ge_atTop 1] with N hN
    rw [form 2 N hN]
    refine div_le_div_of_nonneg_right ?_ (by positivity)
    rw [le_div_iff₀ hc]
    linarith [(blockedCost_bounds p N).2]
```

The basis size obeys

D/N³ = (1 + 1/N)(2 + 1/N)/6 → 1/3.

Because 3p = (p−1) + (2p+1),

N^(p−1) B/D^p = [B/N^(2p+1)] / [D/N³]^p → c · 3^p = 2(3/2)^p/(2p+1).

The hypothesis p ≥ 1 enters through the exponent p−1. For p = 0, Lean's natural-number subtraction gives 0 − 1 = 0, so the prefactor is 1. Each of the 2N−1 blocks then costs 1, as does the full matrix, and the sequence 2N−1 diverges, whereas the formula would give 2.

```lean
/-- If diagonalization costs the `p`-th power of the size, `p ≥ 1`, then blocked cost over
unblocked cost, times `N ^ (p - 1)`, tends to `2 (3/2) ^ p / (2 p + 1)`. -/
theorem cost_ratio_limit (p : ℕ) (hp : 1 ≤ p) :
    Tendsto (fun N : ℕ => (N : ℝ) ^ (p - 1) * (blockedCost p N / fullCost p N)) atTop
      (𝓝 (2 * (3 / 2) ^ p / (2 * p + 1))) := by
  -- the basis size is asymptotically `N ^ 3 / 3`
  have size : Tendsto (fun N : ℕ => ((basis N).card : ℝ) / (N : ℝ) ^ 3) atTop
      (𝓝 (1 / 3)) := by
    have t := tendsto_const_div_atTop_nhds_zero_nat (1 : ℝ)
    have h := ((t.const_add 1).mul (t.const_add 2)).div_const 6
    have e : ((1 : ℝ) + 0) * (2 + 0) / 6 = 1 / 3 := by norm_num
    rw [e] at h
    refine h.congr' ?_
    filter_upwards [eventually_ge_atTop 1] with N hN
    have hN0 : (N : ℝ) ≠ 0 := by
      exact_mod_cast (by omega : N ≠ 0)
    rw [card_basis]
    field_simp
  have h := (blockedCost_leading p).div (size.pow p) (by positivity)
  have e : 2 / ((2 * (p : ℝ) + 1) * 2 ^ p) / (1 / 3) ^ p
      = 2 * (3 / 2) ^ p / (2 * p + 1) := by
    rw [div_pow, div_pow, one_pow]
    field_simp
  rw [e] at h
  refine h.congr' ?_
  filter_upwards [eventually_ge_atTop 1] with N hN
  have hN0 : (N : ℝ) ≠ 0 := by
    exact_mod_cast (by omega : N ≠ 0)
  have hpow : ((N : ℝ) ^ 3) ^ p = (N : ℝ) ^ (p - 1) * (N : ℝ) ^ (2 * p + 1) := by
    rw [← pow_mul, ← pow_add]
    congr 1
    omega
  have hB : (N : ℝ) ^ (2 * p + 1) ≠ 0 := pow_ne_zero _ hN0
  simp only [Pi.div_apply, fullCost]
  rw [div_pow, hpow, div_div_div_eq, mul_comm ((N : ℝ) ^ (2 * p + 1)), ← mul_assoc,
    mul_div_mul_right _ _ hB, mul_comm (blockedCost p N), mul_div_assoc]
```

For p = 3 the limit is 2 · (27/8)/7 = 27/28. In a Stark calculation with all bound hydrogenic states up to n = N and a cubic-cost eigensolver, blocking thus divides the diagonalization cost by a factor that grows as N².

```lean
/-- With cubic diagonalization cost, blocked cost over unblocked cost, times `N ^ 2`, tends
to `27 / 28`. -/
theorem cubic_cost_ratio_limit :
    Tendsto (fun N : ℕ => (N : ℝ) ^ 2 * (blockedCost 3 N / fullCost 3 N)) atTop
      (𝓝 (27 / 28)) := by
  have h := cost_ratio_limit 3 (by norm_num)
  have e : 2 * (3 / 2 : ℝ) ^ 3 / (2 * ((3 : ℕ) : ℝ) + 1) = 27 / 28 := by norm_num
  rw [e] at h
  exact h

end

end StarkDiagonalizationCost
```

```lean
#print axioms StarkDiagonalizationCost.commutes_Lz_iff_block_diagonal
#print axioms StarkDiagonalizationCost.cubic_cost_ratio_limit
```

```
'StarkDiagonalizationCost.commutes_Lz_iff_block_diagonal' depends on axioms: [propext, Classical.choice, Quot.sound]
'StarkDiagonalizationCost.cubic_cost_ratio_limit' depends on axioms: [propext, Classical.choice, Quot.sound]
```
